# Factorization of the secular determinant for one level coupled to a finite non-interacting bath

A single impurity level of real energy `e` is coupled by a complex vector `v` to a finite bath with Hermitian one-particle Hamiltonian `B`; there are no interactions, and `v` need not be normalised. With H the Hamiltonian of level and bath together and D(z) = ⟨v, (z − B)⁻¹ v⟩ the hybridization function, `det_factorization` states that det(z − H) = det(z − B) · (z − e − D(z)) for every nonreal z, and that the factor z − e − D(z) is nonzero. The attempt gets the product from the block determinant formula, in which the Schur complement of the bath block is the 1 × 1 matrix with entry z − e − D(z). The factor cannot vanish, since det(z − H) would then be zero, which is impossible for Hermitian H and nonreal z.

In Lean, a first try:

```lean
import Mathlib

open Matrix
open scoped ComplexOrder

namespace DetFactorization

noncomputable section

variable {n : Type*} [Fintype n] [DecidableEq n]

/-- The one-particle Hamiltonian of an impurity level `e` coupled by the vector `v` to a bath
with Hamiltonian `B`. -/
def hamiltonian (e : ℝ) (v : n → ℂ) (B : Matrix n n ℂ) : Matrix (Unit ⊕ n) (Unit ⊕ n) ℂ :=
  fromBlocks ((e : ℂ) • 1) (replicateCol Unit v)ᴴ (replicateCol Unit v) B

/-- The resolvent `(z - A)⁻¹`, for `z` that is not an eigenvalue of `A`. -/
def green (A : Matrix n n ℂ) (z : ℂ) : Matrix n n ℂ := (z • 1 - A)⁻¹

/-- The hybridization function `D(z) = ⟨v, (z - B)⁻¹ v⟩`, for `z` that is not an eigenvalue
of `B`. -/
def hybridization (v : n → ℂ) (B : Matrix n n ℂ) (z : ℂ) : ℂ :=
  star v ⬝ᵥ (green B z *ᵥ v)

/-- For Hermitian `A` and nonreal `z`, the matrix `z - A` is invertible. -/
theorem isUnit_det_shift {A : Matrix n n ℂ} (hA : A.IsHermitian) {z : ℂ} (hz : z.im ≠ 0) :
    IsUnit (z • 1 - A).det := by
  rw [isUnit_iff_ne_zero]
  intro h0
  obtain ⟨x, hx, h⟩ := Matrix.exists_mulVec_eq_zero_iff.mpr h0
  rw [Matrix.sub_mulVec, Matrix.smul_mulVec, Matrix.one_mulVec, sub_eq_zero] at h
  -- the expectation value of A in the state x is real
  have hs : star (A *ᵥ x) ⬝ᵥ x = star x ⬝ᵥ (A *ᵥ x) := by
    rw [Matrix.star_mulVec, hA.eq, ← Matrix.dotProduct_mulVec]
  rw [← h, star_smul, smul_dotProduct, dotProduct_smul, smul_eq_mul, smul_eq_mul] at hs
  have hne : star z - z ≠ 0 := by
    intro h1
    have h2 := congrArg Complex.im h1
    simp only [Complex.star_def, Complex.sub_im, Complex.conj_im, Complex.zero_im] at h2
    exact hz (by linarith)
  have h3 : (star z - z) * (star x ⬝ᵥ x) = 0 := by linear_combination hs
  have h4 := (mul_eq_zero.mp h3).resolve_left hne
  exact hx (by simpa using h4)

omit [DecidableEq n] in
/-- Closing a bath operator `X` with the coupling on both sides gives the number `⟨v, X v⟩`. -/
theorem coupling_sandwich (v : n → ℂ) (X : Matrix n n ℂ) :
    (replicateCol Unit v)ᴴ * (X * replicateCol Unit v)
      = (star v ⬝ᵥ (X *ᵥ v)) • (1 : Matrix Unit Unit ℂ) := by
  ext i j
  obtain rfl : i = j := Subsingleton.elim _ _
  simp [Matrix.mul_apply, dotProduct, Matrix.mulVec]

omit [Fintype n] in
/-- The matrix `z - H` in impurity and bath blocks. -/
theorem shift_blocks (e : ℝ) (v : n → ℂ) (B : Matrix n n ℂ) (z : ℂ) :
    z • 1 - hamiltonian e v B = fromBlocks ((z - e) • 1) (-(replicateCol Unit v)ᴴ)
      (-replicateCol Unit v) (z • 1 - B) := by
  ext (i | i) (j | j) <;> simp [hamiltonian, Matrix.one_apply]

/-- For a Hermitian bath and nonreal `z`, the secular determinant factorizes as
`det(z - H) = det(z - B) (z - e - D(z))`, and the last factor is nonzero. -/
theorem det_factorization (e : ℝ) (v : n → ℂ) {B : Matrix n n ℂ} (hB : B.IsHermitian)
    {z : ℂ} (hz : z.im ≠ 0) :
    (z • 1 - hamiltonian e v B).det = (z • 1 - B).det * (z - e - hybridization v B z) ∧
      z - e - hybridization v B z ≠ 0 := by
  have hdet : (z • 1 - hamiltonian e v B).det
      = (z • 1 - B).det * (z - e - hybridization v B z) := by
    letI := Matrix.invertibleOfIsUnitDet _ (isUnit_det_shift hB hz)
    have hS : (z - e) • (1 : Matrix Unit Unit ℂ)
        - -(replicateCol Unit v)ᴴ * (z • 1 - B)⁻¹ * -replicateCol Unit v
        = (z - e - hybridization v B z) • 1 := by
      rw [Matrix.neg_mul, Matrix.neg_mul_neg, Matrix.mul_assoc, coupling_sandwich, ← sub_smul]
      rfl
    rw [shift_blocks, Matrix.det_fromBlocks₂₂, Matrix.invOf_eq_nonsing_inv, hS]
    simp
  have hH : (hamiltonian e v B).IsHermitian :=
    Matrix.IsHermitian.fromBlocks (by simp [Matrix.IsHermitian, Matrix.conjTranspose_smul])
      (Matrix.conjTranspose_conjTranspose _) hB
  refine ⟨hdet, fun h => (isUnit_det_shift hH hz).ne_zero ?_⟩
  rw [hdet, h, mul_zero]

end

end DetFactorization
```

The compiler's answer:

```
Main.lean:69:4: warning: Try this: 
  letI̵

The goal is a proposition, so `let` is preferred over `letI`.
The difference between `let` and `letI` is that `letI` inlines the value.
But this is not relevant for proofs because of proof irrelevance.

Note: This linter can be disabled with `set_option linter.style.haveILetI false`
Main.lean:73:26: error(lean.unknownIdentifier): Unknown constant `Matrix.neg_mul_neg`
```

Fix (accepted with no message):

```diff
@@ -67,9 +67,10 @@
   have hdet : (z • 1 - hamiltonian e v B).det
       = (z • 1 - B).det * (z - e - hybridization v B z) := by
-    letI := Matrix.invertibleOfIsUnitDet _ (isUnit_det_shift hB hz)
+    let := Matrix.invertibleOfIsUnitDet _ (isUnit_det_shift hB hz)
     have hS : (z - e) • (1 : Matrix Unit Unit ℂ)
         - -(replicateCol Unit v)ᴴ * (z • 1 - B)⁻¹ * -replicateCol Unit v
         = (z - e - hybridization v B z) • 1 := by
-      rw [Matrix.neg_mul, Matrix.neg_mul_neg, Matrix.mul_assoc, coupling_sandwich, ← sub_smul]
+      rw [Matrix.neg_mul, Matrix.neg_mul, Matrix.mul_neg, neg_neg, Matrix.mul_assoc,
+        coupling_sandwich, ← sub_smul]
       rfl
     rw [shift_blocks, Matrix.det_fromBlocks₂₂, Matrix.invOf_eq_nonsing_inv, hS]
```

Diagnosis. The error says that the constant `Matrix.neg_mul_neg` does not exist, so the `rw` that proves `hS` fails at that name. The step was meant to cancel the two minus signs which the off-diagonal blocks bring into the Schur complement. The first `Matrix.neg_mul` has by then moved the sign of the left factor outside the product with `(z • 1 - B)⁻¹`, which leaves a product of two negated matrices.

The repair cancels the signs with lemmas that exist: a second `Matrix.neg_mul` takes the left sign out of the whole product, `Matrix.mul_neg` takes out the right one, and `neg_neg` removes the pair. The product then has no signs, and after `Matrix.mul_assoc` it has the form that `coupling_sandwich` rewrites. The rest of the `rw` is unchanged apart from a line break.

The change from `letI` to `let` is mere tidying. It answers a linter warning, which says that the difference between the two is not relevant in proofs.
